# Kinetic-energy integrals of one-dimensional Cartesian Gaussians from four overlaps

An electron described in a Gaussian basis has a kinetic-energy matrix whose elements contain a second derivative. A program may let both derivatives act on the right-hand basis function, or integrate by parts and give one derivative to each function. The two routes call for different overlap integrals; the identity below shows that they give the same number.

For positive exponents $a,b$, real centres $A,B$ and powers $i,j=0,1,2,\dots$, let

$$g_i(x)=(x-A)^i e^{-a(x-A)^2},\qquad h_j(x)=(x-B)^j e^{-b(x-B)^2},$$

and $S(i,j)=\int g_i h_j\,dx$ over the whole line. Then

$$-\int g_i h_j''\,dx=\int g_i' h_j'\,dx = ij\,S(i-1,j-1)-2aj\,S(i+1,j-1)-2bi\,S(i-1,j+1)+4ab\,S(i+1,j+1).$$

A term with a negative index has coefficient zero and is absent.

## Use in one-electron integral code

A three-dimensional Cartesian Gaussian is a product of three such functions. Write $K$ for the one-dimensional integral above and $S$ for the overlap in each direction. In atomic units the kinetic-energy element of two primitives is then

$$T=\tfrac12\,(K_xS_yS_z+S_xK_yS_z+S_xS_yK_z).$$

The identity thus supplies the one-dimensional factor of a kinetic-energy matrix element in electronic-structure calculations, for primitive Gaussians with real exponents.

The four-overlap form is visibly unchanged when $(a,A,i)$ and $(b,B,j)$ are exchanged, and it needs each power raised by at most one. The form with both derivatives on the right has three terms but needs $S(i,j+2)$. Comparing the two is a check on an overlap table.

The functions here are unnormalised. Multiplying every integral for a given pair by the two normalisation constants gives the normalised values; the constants must belong to the original powers $i,j$, not to the shifted ones. For two identical normalised s functions, $K=a$, so the kinetic energy is $a/2$ per dimension.

## From one derivative to the four overlaps

The product rule gives

$$g_i'=i\,g_{i-1}-2a\,g_{i+1},\qquad h_j'=j\,h_{j-1}-2b\,h_{j+1}.$$

All products $g_ih_j$ are integrable, because $|g_ih_j|\le g_i^2+h_j^2$ and each square is again a Gaussian times a power. Multiplying the two derivatives and integrating term by term gives the four-overlap formula for $\int g_i'h_j'$.

For the other route, differentiate $h_j'$ once more:

$$h_j''=j(j-1)h_{j-2}-2b(2j+1)h_j+4b^2h_{j+2}.$$

Hence

$$-\int g_ih_j''\,dx=2b(2j+1)S(i,j)-j(j-1)S(i,j-2)-4b^2S(i,j+2).$$

To connect the two, integrate $(g_ih_j)'$. The result is zero, since the product vanishes at both ends of the line:

$$i\,S(i-1,j)-2a\,S(i+1,j)+j\,S(i,j-1)-2b\,S(i,j+1)=0.$$

Use this relation with $j$ replaced by $j-1$ (when $j\ge1$) and by $j+1$:

$$\begin{aligned}
i\,S(i-1,j-1)-2a\,S(i+1,j-1)&=2b\,S(i,j)-(j-1)S(i,j-2),\\
i\,S(i-1,j+1)-2a\,S(i+1,j+1)&=2b\,S(i,j+2)-(j+1)S(i,j).
\end{aligned}$$

The four-overlap formula is $j$ times the first left side minus $2b$ times the second. Inserting the right sides gives $2bj+2b(j+1)=2b(2j+1)$ as the coefficient of $S(i,j)$, and the other two terms agree with the three-term formula. For $j=0$ only the second relation is needed.

### The s–s element

Since $(x-A)-(x-B)=B-A$, overlaps also satisfy

$$S(i+1,j)-S(i,j+1)=(B-A)S(i,j).$$

At $(0,0)$ the derivative relation reads $aS(1,0)+bS(0,1)=0$. Together with the transfer relation it gives

$$S(0,1)=\frac{a(A-B)}{a+b}S(0,0).$$

At $(0,1)$ the two relations are $S(0,0)=2aS(1,1)+2bS(0,2)$ and $S(1,1)-S(0,2)=(B-A)S(0,1)$. Eliminating $S(0,2)$ gives

$$2(a+b)S(1,1)=S(0,0)+2b(B-A)S(0,1).$$

For $i=j=0$ the integral $K$, which is twice the one-dimensional kinetic-energy matrix element in atomic units, is $4ab\,S(1,1)$. With $\mu=ab/(a+b)$, substitution yields

$$-\int g_0h_0''\,dx=2\mu\,[1-2\mu(A-B)^2]\,S(0,0).$$

No Gaussian integral has to be evaluated to obtain this ratio.

## The Lean file

```lean
import Mathlib

open MeasureTheory

namespace GaussianKineticIntegral

noncomputable section

/-- The one-dimensional Cartesian Gaussian `(x - A)^i exp(-a (x - A)^2)`. -/
def gto (a A : ℝ) (i : ℕ) (x : ℝ) : ℝ :=
  (x - A) ^ i * Real.exp (-a * (x - A) ^ 2)

/-- The overlap integral `S(i,j)` of two Cartesian Gaussians with exponents `a`, `b`
and centres `A`, `B`. -/
def overlap (a b A B : ℝ) (i j : ℕ) : ℝ :=
  ∫ x, gto a A i x * gto b B j x

/-- Differentiating a Gaussian of power `i` gives `i` times the Gaussian of power `i - 1`
minus `2a` times that of power `i + 1`. -/
theorem hasDerivAt_gto (a A : ℝ) (i : ℕ) (x : ℝ) :
    HasDerivAt (gto a A i) (i * gto a A (i - 1) x - 2 * a * gto a A (i + 1) x) x := by
  have h1 : HasDerivAt (fun y : ℝ => y - A) 1 x := (hasDerivAt_id' x).sub_const A
  have h2 := h1.fun_pow i
  have h3 : HasDerivAt (fun y : ℝ => Real.exp (-a * (y - A) ^ 2))
      (Real.exp (-a * (x - A) ^ 2) * (-a * (2 * (x - A)))) x :=
    (((h1.fun_pow 2).const_mul (-a)).exp).congr_deriv (by simp)
  have h4 : HasDerivAt (gto a A i) _ x := h2.fun_mul h3
  exact h4.congr_deriv (by simp only [gto]; ring)

/-- The product of two Cartesian Gaussians with positive exponents is integrable. -/
theorem integrable_gto_mul {a b : ℝ} (ha : 0 < a) (hb : 0 < b) (A B : ℝ) (i j : ℕ) :
    Integrable (fun x => gto a A i x * gto b B j x) := by
  have single : ∀ (c C : ℝ) (n : ℕ), 0 < c → Integrable (gto c C n) := by
    intro c C n hc
    have hn : (-1 : ℝ) < (n : ℝ) := by
      have := Nat.cast_nonneg (α := ℝ) n
      linarith
    have h := integrable_rpow_mul_exp_neg_mul_sq hc hn
    simp only [Real.rpow_natCast] at h
    exact h.comp_sub_right C
  -- the square of a Gaussian is a Gaussian with doubled exponent and power
  have sq : ∀ (c C : ℝ) (n : ℕ) (x : ℝ), gto (2 * c) C (2 * n) x = gto c C n x ^ 2 := by
    intro c C n x
    have he : Real.exp (-(2 * c) * (x - C) ^ 2) = Real.exp (-c * (x - C) ^ 2) ^ 2 := by
      rw [← Real.exp_nat_mul]
      congr 1
      push_cast
      ring
    unfold gto
    rw [he, mul_pow, ← pow_mul, mul_comm n 2]
  refine ((single (2 * a) A (2 * i) (by positivity)).add
    (single (2 * b) B (2 * j) (by positivity))).mono' ?_ (ae_of_all _ fun x => ?_)
  · apply Continuous.aestronglyMeasurable
    unfold gto
    fun_prop
  · change |gto a A i x * gto b B j x| ≤ gto (2 * a) A (2 * i) x + gto (2 * b) B (2 * j) x
    rw [sq, sq, abs_le]
    constructor <;> nlinarith [sq_nonneg (gto a A i x + gto b B j x),
      sq_nonneg (gto a A i x - gto b B j x), sq_nonneg (gto a A i x), sq_nonneg (gto b B j x)]

/-- Integration is linear on a difference of two scaled integrable functions. -/
lemma integral_comb {f k : ℝ → ℝ} (hf : Integrable f) (hk : Integrable k) (c d : ℝ) :
    ∫ x, (c * f x - d * k x) = c * (∫ x, f x) - d * ∫ x, k x := by
  rw [integral_sub (hf.const_mul c) (hk.const_mul d), integral_const_mul, integral_const_mul]

/-- Translation relation: the overlaps obtained by differentiating the left and the right
Gaussian add up to zero. -/
theorem overlap_translation {a b : ℝ} (ha : 0 < a) (hb : 0 < b) (A B : ℝ) (i j : ℕ) :
    (i * overlap a b A B (i - 1) j - 2 * a * overlap a b A B (i + 1) j)
      + (j * overlap a b A B i (j - 1) - 2 * b * overlap a b A B i (j + 1)) = 0 := by
  have I := integrable_gto_mul ha hb A B
  have hd : ∀ x, HasDerivAt (fun x => gto a A i x * gto b B j x)
      ((i * (gto a A (i - 1) x * gto b B j x) - 2 * a * (gto a A (i + 1) x * gto b B j x))
      + (j * (gto a A i x * gto b B (j - 1) x)
        - 2 * b * (gto a A i x * gto b B (j + 1) x))) x := fun x =>
    ((hasDerivAt_gto a A i x).fun_mul (hasDerivAt_gto b B j x)).congr_deriv (by ring)
  have P : Integrable (fun x => i * (gto a A (i - 1) x * gto b B j x)
      - 2 * a * (gto a A (i + 1) x * gto b B j x)) :=
    ((I (i - 1) j).const_mul (i : ℝ)).sub ((I (i + 1) j).const_mul (2 * a))
  have Q : Integrable (fun x => j * (gto a A i x * gto b B (j - 1) x)
      - 2 * b * (gto a A i x * gto b B (j + 1) x)) :=
    ((I i (j - 1)).const_mul (j : ℝ)).sub ((I i (j + 1)).const_mul (2 * b))
  -- a total derivative integrates to zero
  have h0 := integral_eq_zero_of_hasDerivAt_of_integrable hd (P.add Q) (I i j)
  rw [integral_add P Q, integral_comb (I (i - 1) j) (I (i + 1) j),
    integral_comb (I i (j - 1)) (I i (j + 1))] at h0
  exact h0

/-- The integral of `g h'` as a combination of two overlaps, together with the
integrability of `g h'`. -/
theorem integral_gto_mul_deriv {a b : ℝ} (ha : 0 < a) (hb : 0 < b) (A B : ℝ) (i j : ℕ) :
    Integrable (fun x => gto a A i x * deriv (gto b B j) x) ∧
    ∫ x, gto a A i x * deriv (gto b B j) x
      = j * overlap a b A B i (j - 1) - 2 * b * overlap a b A B i (j + 1) := by
  have I := integrable_gto_mul ha hb A B
  have e : (fun x => gto a A i x * deriv (gto b B j) x) = fun x =>
      j * (gto a A i x * gto b B (j - 1) x) - 2 * b * (gto a A i x * gto b B (j + 1) x) := by
    funext x
    rw [(hasDerivAt_gto b B j x).deriv]
    ring
  rw [e]
  exact ⟨((I i (j - 1)).const_mul (j : ℝ)).sub ((I i (j + 1)).const_mul (2 * b)),
    integral_comb (I i (j - 1)) (I i (j + 1)) _ _⟩

/-- With both derivatives acting on the right Gaussian, minus the integral of `g h''` is a
combination of the overlaps `S(i,j-2)`, `S(i,j)` and `S(i,j+2)`. -/
theorem kinetic_three_term {a b : ℝ} (ha : 0 < a) (hb : 0 < b) (A B : ℝ) (i j : ℕ) :
    -∫ x, gto a A i x * deriv (deriv (gto b B j)) x
      = 2 * b * (2 * j + 1) * overlap a b A B i j
        - j * (j - 1) * overlap a b A B i (j - 2) - 4 * b ^ 2 * overlap a b A B i (j + 2) := by
  have R := integral_gto_mul_deriv ha hb A B i
  have e : (fun x => gto a A i x * deriv (deriv (gto b B j)) x) = fun x =>
      j * (gto a A i x * deriv (gto b B (j - 1)) x)
        - 2 * b * (gto a A i x * deriv (gto b B (j + 1)) x) := by
    funext x
    have h1 : deriv (gto b B j) = fun y =>
        j * gto b B (j - 1) y - 2 * b * gto b B (j + 1) y :=
      funext fun y => (hasDerivAt_gto b B j y).deriv
    have h2 : deriv (deriv (gto b B j)) x
        = j * deriv (gto b B (j - 1)) x - 2 * b * deriv (gto b B (j + 1)) x := by
      rw [h1, (hasDerivAt_gto b B (j - 1) x).deriv, (hasDerivAt_gto b B (j + 1) x).deriv]
      exact (((hasDerivAt_gto b B (j - 1) x).const_mul (j : ℝ)).fun_sub
        ((hasDerivAt_gto b B (j + 1) x).const_mul (2 * b))).deriv
    rw [h2]
    ring
  rw [e, integral_comb (R (j - 1)).1 (R (j + 1)).1, (R (j - 1)).2, (R (j + 1)).2]
  rcases j with _ | j
  · simp only [zero_add, Nat.sub_self, Nat.cast_zero, Nat.cast_one, Nat.reduceAdd]
    ring
  · have e1 : j + 1 - 2 = j - 1 := by omega
    have e2 : j + 1 + 2 = j + 1 + 1 + 1 := rfl
    rw [e1, e2]
    simp only [Nat.add_sub_cancel]
    push_cast
    ring

/-- Minus the integral of `g h''` equals the integral of `g' h'`, and the latter is a combination of
four overlaps with each power shifted by one. -/
theorem kinetic_eq_overlaps {a b : ℝ} (ha : 0 < a) (hb : 0 < b) (A B : ℝ) (i j : ℕ) :
    (-∫ x, gto a A i x * deriv (deriv (gto b B j)) x
      = ∫ x, deriv (gto a A i) x * deriv (gto b B j) x) ∧
    ∫ x, deriv (gto a A i) x * deriv (gto b B j) x
      = i * j * overlap a b A B (i - 1) (j - 1) - 2 * a * j * overlap a b A B (i + 1) (j - 1)
        - 2 * b * i * overlap a b A B (i - 1) (j + 1)
        + 4 * a * b * overlap a b A B (i + 1) (j + 1) := by
  have R := fun k => integral_gto_mul_deriv ha hb A B k j
  have e : (fun x => deriv (gto a A i) x * deriv (gto b B j) x) = fun x =>
      i * (gto a A (i - 1) x * deriv (gto b B j) x)
        - 2 * a * (gto a A (i + 1) x * deriv (gto b B j) x) := by
    funext x
    rw [(hasDerivAt_gto a A i x).deriv]
    ring
  have key : ∫ x, deriv (gto a A i) x * deriv (gto b B j) x
      = i * j * overlap a b A B (i - 1) (j - 1) - 2 * a * j * overlap a b A B (i + 1) (j - 1)
        - 2 * b * i * overlap a b A B (i - 1) (j + 1)
        + 4 * a * b * overlap a b A B (i + 1) (j + 1) := by
    rw [e, integral_comb (R (i - 1)).1 (R (i + 1)).1, (R (i - 1)).2, (R (i + 1)).2]
    ring
  refine ⟨?_, key⟩
  rw [key, kinetic_three_term ha hb]
  -- move one derivative to the left Gaussian by the translation relation
  have t1 := overlap_translation ha hb A B i (j - 1)
  have t2 := overlap_translation ha hb A B i (j + 1)
  rcases j with _ | j
  · simp only [zero_add, Nat.sub_self, Nat.cast_zero, Nat.cast_one, Nat.reduceAdd] at t2 ⊢
    linear_combination 2 * b * t2
  · have e1 : j + 1 - 2 = j - 1 := by omega
    have e2 : j + 1 + 2 = j + 1 + 1 + 1 := rfl
    rw [e1, e2]
    simp only [Nat.add_sub_cancel] at t1 t2 ⊢
    push_cast at t1 t2 ⊢
    linear_combination 2 * b * t2 - ((j : ℝ) + 1) * t1

/-- Transfer relation: moving one power from the right to the left Gaussian changes the
overlap by `(B - A) S(i,j)`. -/
theorem overlap_transfer {a b : ℝ} (ha : 0 < a) (hb : 0 < b) (A B : ℝ) (i j : ℕ) :
    overlap a b A B (i + 1) j - overlap a b A B i (j + 1) = (B - A) * overlap a b A B i j := by
  have I := integrable_gto_mul ha hb A B
  unfold overlap
  rw [← integral_sub (I (i + 1) j) (I i (j + 1)), ← integral_const_mul]
  congr 1
  funext x
  simp only [gto]
  ring

/-- For two s Gaussians, minus the integral of `g h''` is `2μ (1 - 2μ (A - B)^2)` times their
overlap, where `μ = ab/(a+b)`. -/
theorem kinetic_s_s {a b : ℝ} (ha : 0 < a) (hb : 0 < b) (A B : ℝ) :
    -∫ x, gto a A 0 x * deriv (deriv (gto b B 0)) x
      = 2 * (a * b / (a + b)) * (1 - 2 * (a * b / (a + b)) * (A - B) ^ 2)
        * overlap a b A B 0 0 := by
  have hab : a + b ≠ 0 := by positivity
  have k := (kinetic_eq_overlaps ha hb A B 0 0).1.trans (kinetic_eq_overlaps ha hb A B 0 0).2
  have t1 := overlap_translation ha hb A B 0 0
  have t2 := overlap_translation ha hb A B 0 1
  have r1 := overlap_transfer ha hb A B 0 0
  have r2 := overlap_transfer ha hb A B 0 1
  simp only [Nat.cast_zero, Nat.cast_one, zero_mul, mul_zero, zero_add, Nat.sub_self,
    Nat.reduceAdd] at k t1 t2 r1 r2
  -- solve the recurrences for S(0,1) and S(1,1)
  have h01 : overlap a b A B 0 1 = a * (A - B) * overlap a b A B 0 0 / (a + b) := by
    rw [eq_div_iff hab]
    linear_combination (-1 / 2) * t1 - a * r1
  have h11 : overlap a b A B 1 1
      = (overlap a b A B 0 0 + 2 * b * (B - A) * overlap a b A B 0 1) / (2 * (a + b)) := by
    rw [eq_div_iff (mul_ne_zero two_ne_zero hab)]
    linear_combination 2 * b * r2 - t2
  rw [k, h11, h01]
  field_simp
  ring

end

end GaussianKineticIntegral
```

```lean
#print axioms GaussianKineticIntegral.kinetic_eq_overlaps
#print axioms GaussianKineticIntegral.kinetic_s_s
```

```
'GaussianKineticIntegral.kinetic_eq_overlaps' depends on axioms: [propext, Classical.choice, Quot.sound]
'GaussianKineticIntegral.kinetic_s_s' depends on axioms: [propext, Classical.choice, Quot.sound]
```

## What the theorems say about the integrals

`gto a A i` is $g_i$, `gto b B j` is $h_j$, and `overlap a b A B i j` is $S(i,j)$. The derivatives are Mathlib's `deriv`, so `kinetic_eq_overlaps` concerns the actual integrals of $g_ih_j''$ and $g_i'h_j'$, not expressions defined to be their values. Its two conjuncts are the two equalities of the identity. The powers are natural numbers, for which `0 - 1` is `0`; every overlap with such a truncated index is multiplied by zero.

The hypotheses `ha` and `hb` state that the exponents are positive, which physically means that both basis functions are localised. The centres are arbitrary and may coincide. The theorems treat one dimension and single primitives: the assembly of $T$, contraction and normalisation are not formalised here. They concern exact real numbers and give no bound on rounding error. The value of $S(0,0)$ must also come from elsewhere.

## How the proof follows the calculus

`hasDerivAt_gto` is the first derivative formula. `integrable_gto_mul` starts from Mathlib's integrability result for a power times a centred Gaussian, shifts the centre, and applies the bound by the sum of squares. `overlap_translation` uses the theorem that a derivative integrates to zero when both it and the original function are integrable; this takes the place of the boundary argument.

`integral_gto_mul_deriv` expands $\int g_ih_j'$ and records that the integrand is integrable. `kinetic_three_term` applies it at $j-1$ and $j+1$, with `integral_comb` splitting the integral. In `kinetic_eq_overlaps`, `key` is the four-overlap formula, and `t1` and `t2` are the derivative relation at $j-1$ and $j+1$. The split into zero and a successor turns the index `j - 1` into an exact one; the truncated subtractions that remain occur in terms that cancel or have coefficient zero. In the successor case Lean's `j` is one less than the original power, so the factor `(j : ℝ) + 1` in `linear_combination` is the $j$ of the derivation above.

`overlap_transfer` compares the integrands pointwise. `kinetic_s_s` solves for $S(0,1)$ and $S(1,1)$ in `h01` and `h11`, then substitutes them.

## Zero exponents: a boundary term that survives

Let $a=b=0$, $A=B=0$ and $i=j=1$, so that $g_1=h_1=x$. Then $-\int g_1h_1''\,dx=0$, whereas $\int g_1'h_1'\,dx=\int 1\,dx$ diverges. On the interval $[-L,L]$ the two sides are $0$ and $2L$, and the difference is exactly the boundary term $[g_1h_1']_{-L}^{L}=2L$. Lean assigns the value $0$ to the integral of a non-integrable function, so the bare equation would still read $0=0$ here and hide the failure; positive exponents ensure that the integrals in the theorem converge.
